# To lowest order in a Hermitian barrier coupling, transmission between two single orbitals is proportional to the squared modulus of the coupling's matrix element

For weak tunnelling, the transmission of one spin channel between two electrodes at a fixed energy is, to lowest order in the barrier coupling and up to a constant prefactor, the real part of tr(LBRB). Here L and R are the spectral matrices of the uncoupled electrodes and B is the Hermitian barrier coupling, all of finite size. The theorem `transmission_orbital` treats the case where each electrode contributes a single orbital, L = |a⟩⟨a| and R = |b⟩⟨b|, and states that this trace expression equals |⟨a|B|b⟩|². The orbitals need not be normalised; dividing by ⟨a|a⟩⟨b|b⟩ gives the value for normalised ones when both are nonzero. The proof first writes the trace as ⟨a|B|b⟩⟨b|B|a⟩, then uses the Hermiticity of B to recognise the second factor as the complex conjugate of the first.

The first attempt, which Lean rejects:

```lean
import Mathlib

open Matrix
open scoped ComplexOrder

namespace TransmissionOrbital

noncomputable section

variable {n : Type*} [Fintype n]

/-- Transmission of one spin channel, up to a constant prefactor, between electrodes with Hermitian
spectral matrices `L` and `R` through the Hermitian barrier coupling `B`. -/
def transmission (B L R : Matrix n n ℂ) : ℝ := (trace (L * B * R * B)).re

/-- The spectral matrix `|a⟩⟨a|` of a single orbital `a`, not necessarily normalised. -/
def orbital (a : n → ℂ) : Matrix n n ℂ := vecMulVec a (star a)

private lemma form_star {B : Matrix n n ℂ} (hB : B.IsHermitian) (a b : n → ℂ) :
    star b ⬝ᵥ (B *ᵥ a) = star (star a ⬝ᵥ (B *ᵥ b)) := by
  have h : star b ⬝ᵥ (B *ᵥ a) = star (star (B *ᵥ a) ⬝ᵥ b) := Matrix.star_dotProduct _ _
  rw [h, Matrix.star_mulVec, hB.eq, ← Matrix.dotProduct_mulVec]

/-- Between two single orbitals, a Hermitian coupling transmits the squared modulus of its
matrix element. -/
theorem transmission_orbital {B : Matrix n n ℂ} (hB : B.IsHermitian) (a b : n → ℂ) :
    transmission B (orbital a) (orbital b) = Complex.normSq (star a ⬝ᵥ (B *ᵥ b)) := by
  have h : trace (orbital a * B * orbital b * B)
      = (star a ⬝ᵥ (B *ᵥ b)) * (star b ⬝ᵥ (B *ᵥ a)) := by
    unfold orbital
    rw [Matrix.mul_assoc (vecMulVec a (star a) * B), vecMulVec_mul, vecMulVec_mul,
      vecMulVec_mul_vecMulVec, trace_vecMulVec, dotProduct_smul, smul_eq_mul,
      dotProduct_comm a, ← Matrix.dotProduct_mulVec, ← Matrix.dotProduct_mulVec]
  rw [transmission, h, form_star hB a b, Complex.star_def, Complex.mul_conj, Complex.ofReal_re]

end

end TransmissionOrbital
```

Compiling this gives:

```
Main.lean:32:6: error: Tactic `rewrite` failed: Did not find an occurrence of the pattern
  vecMulVec ?u ?v * vecMulVec ?w ?x
in the target expression
  (vecMulVec a (star a ᵥ* B ᵥ* (vecMulVec b (star b) * B))).trace = star a ⬝ᵥ B *ᵥ b * star b ⬝ᵥ B *ᵥ a

n : Type u_1
inst✝ : Fintype n
B : Matrix n n ℂ
hB : B.IsHermitian
a b : n → ℂ
⊢ (vecMulVec a (star a ᵥ* B ᵥ* (vecMulVec b (star b) * B))).trace = star a ⬝ᵥ B *ᵥ b * star b ⬝ᵥ B *ᵥ a
```

Cause. The error says that `rw` found no product of two `vecMulVec` terms, which `vecMulVec_mul_vecMulVec` needs. The two preceding rewrites were meant to absorb one `B` into each orbital's outer product, leaving such a product. But `vecMulVec_mul` applies to a `vecMulVec` times any matrix. Its first use turned `vecMulVec a (star a) * B` into `vecMulVec a (star a ᵥ* B)`. That made the whole trace argument a `vecMulVec` times a matrix, and the second use matched there, swallowing the entire factor `vecMulVec b (star b) * B` into the vector belonging to `a`, as the printed goal shows.

The repair adds a local fact `e`, which is `vecMulVec_mul` restricted to products of the form `vecMulVec x (star x) * B`. Then `e a` rewrites only the factor for `a`, and `e b` only the factor for `b`. Two `vecMulVec` terms now stand side by side, so `vecMulVec_mul_vecMulVec` applies and the rest of the chain goes through unchanged.

As a diff, the version that Lean accepts:

```diff
@@ -29,5 +29,7 @@
       = (star a ⬝ᵥ (B *ᵥ b)) * (star b ⬝ᵥ (B *ᵥ a)) := by
     unfold orbital
-    rw [Matrix.mul_assoc (vecMulVec a (star a) * B), vecMulVec_mul, vecMulVec_mul,
+    have e (x : n → ℂ) : vecMulVec x (star x) * B = vecMulVec x (star x ᵥ* B) := by
+      rw [vecMulVec_mul]
+    rw [Matrix.mul_assoc (vecMulVec a (star a) * B), e a, e b,
       vecMulVec_mul_vecMulVec, trace_vecMulVec, dotProduct_smul, smul_eq_mul,
       dotProduct_comm a, ← Matrix.dotProduct_mulVec, ← Matrix.dotProduct_mulVec]
```
